# The PBE gradient correction stays below the magnitude of the uniform-gas correlation energy and approaches it at large gradient

Truncated at second order, the gradient expansion adds to the uniform-gas correlation energy per electron, $e<0$, a positive term that grows as the square of the reduced gradient, so the sum turns positive where the density varies rapidly. The gradient correction $H$ of the PBE functional, with positive parameters, avoids this: it satisfies $0\le H<-e$ at every reduced gradient and tends to $-e$ as the gradient grows.

```lean
import Mathlib

open Filter Topology

namespace PBECorrelation

noncomputable section

/-- The PBE function `A` for a uniform-gas correlation energy `e` per electron and a
spin-scaling factor `φ`; its domain is `γ ≠ 0`, `φ ≠ 0`, `e ≠ 0`. -/
def pbeA (β γ φ e : ℝ) : ℝ :=
  (β / γ) / (Real.exp (-e / (γ * φ ^ 3)) - 1)

/-- The PBE gradient correction `H` to the correlation energy per electron, at reduced gradient `t`;
its domain is `γ ≠ 0`, `φ ≠ 0`, `e ≠ 0`, with a positive argument of the logarithm. -/
def pbeH (β γ φ e t : ℝ) : ℝ :=
  γ * φ ^ 3 * Real.log (1 + β / γ * t ^ 2 *
    ((1 + pbeA β γ φ e * t ^ 2) /
      (1 + pbeA β γ φ e * t ^ 2 + pbeA β γ φ e ^ 2 * t ^ 4)))

/-- The rational function of `x = A t²` through which the gradient enters `H`. -/
def saturation (x : ℝ) : ℝ := x * (1 + x) / (1 + x + x ^ 2)

/-- The saturation function falls short of one by exactly `1 / (1 + x + x²)`. -/
theorem saturation_eq (x : ℝ) : saturation x = 1 - 1 / (1 + x + x ^ 2) := by
  have h : 0 < 1 + x + x ^ 2 := by nlinarith [sq_nonneg (x + 1 / 2)]
  unfold saturation
  rw [eq_sub_iff_add_eq, ← add_div, div_eq_one_iff_eq h.ne']
  ring

/-- The saturation function increases strictly on `x ≥ 0`. -/
theorem saturation_strictMonoOn : StrictMonoOn saturation (Set.Ici 0) := by
  intro x hx y _ hxy
  have hx0 : 0 ≤ x := hx
  have h : 1 / (1 + y + y ^ 2) < 1 / (1 + x + x ^ 2) :=
    one_div_lt_one_div_of_lt (by positivity) (by nlinarith)
  rw [saturation_eq, saturation_eq]
  linarith

/-- The saturation function tends to one for large `x`. -/
theorem saturation_tendsto : Tendsto saturation atTop (𝓝 1) := by
  have hle : ∀ x : ℝ, x ≤ 1 + x + x ^ 2 := fun x => by nlinarith [sq_nonneg x]
  have hd : Tendsto (fun x : ℝ => 1 + x + x ^ 2) atTop atTop :=
    tendsto_atTop_mono hle tendsto_id
  have h : Tendsto (fun x : ℝ => 1 - (1 + x + x ^ 2)⁻¹) atTop (𝓝 (1 - 0)) :=
    tendsto_const_nhds.sub (tendsto_inv_atTop_zero.comp hd)
  rw [sub_zero] at h
  exact h.congr (fun x => by rw [saturation_eq, one_div])

/-- The saturation function has unit slope at `x = 0`. -/
theorem saturation_hasDerivAt : HasDerivAt saturation 1 0 := by
  have hN : HasDerivAt (fun x : ℝ => x * (1 + x)) 1 0 :=
    ((hasDerivAt_id' (0 : ℝ)).fun_mul
      ((hasDerivAt_id' (0 : ℝ)).const_add 1)).congr_deriv (by norm_num)
  have hD : HasDerivAt (fun x : ℝ => 1 + x + x ^ 2) 1 0 :=
    (((hasDerivAt_id' (0 : ℝ)).const_add 1).fun_add
      ((hasDerivAt_id' (0 : ℝ)).fun_pow 2)).congr_deriv (by norm_num)
  have h := hN.fun_div hD (by norm_num)
  exact h.congr_deriv (by norm_num)

/-- For `γ, φ > 0` and `e < 0` the denominator of `A` is positive, and its product with `A`
is `β / γ`. -/
theorem pbeA_mul (β : ℝ) {γ φ e : ℝ} (hγ : 0 < γ) (hφ : 0 < φ) (he : e < 0) :
    0 < Real.exp (-e / (γ * φ ^ 3)) - 1 ∧
      pbeA β γ φ e * (Real.exp (-e / (γ * φ ^ 3)) - 1) = β / γ := by
  have h : 0 < -e / (γ * φ ^ 3) := div_pos (by linarith) (by positivity)
  have hE : 0 < Real.exp (-e / (γ * φ ^ 3)) - 1 := by
    have := Real.add_one_lt_exp h.ne'
    linarith
  exact ⟨hE, div_mul_cancel₀ _ hE.ne'⟩

/-- For `β, γ, φ > 0` and `e < 0` the PBE function `A` is positive. -/
theorem pbeA_pos {β γ φ e : ℝ} (hβ : 0 < β) (hγ : 0 < γ) (hφ : 0 < φ) (he : e < 0) :
    0 < pbeA β γ φ e :=
  div_pos (div_pos hβ hγ) (pbeA_mul β hγ hφ he).1

/-- For `γ, φ > 0` and `e < 0`, the gradient enters `H` only through the saturation
function of `A t²`. -/
theorem pbeH_eq (β : ℝ) {γ φ e : ℝ} (hγ : 0 < γ) (hφ : 0 < φ) (he : e < 0) (t : ℝ) :
    pbeH β γ φ e t = γ * φ ^ 3 * Real.log (1 +
      (Real.exp (-e / (γ * φ ^ 3)) - 1) * saturation (pbeA β γ φ e * t ^ 2)) := by
  have key : β / γ * t ^ 2 * ((1 + pbeA β γ φ e * t ^ 2) /
      (1 + pbeA β γ φ e * t ^ 2 + pbeA β γ φ e ^ 2 * t ^ 4)) =
      (Real.exp (-e / (γ * φ ^ 3)) - 1) * saturation (pbeA β γ φ e * t ^ 2) := by
    rw [← (pbeA_mul β hγ hφ he).2]
    unfold saturation
    ring
  unfold pbeH
  rw [key]

/-- For `β, γ, φ > 0` and `e < 0`, the PBE gradient correction is nonnegative, stays strictly
below `-e` at every reduced gradient, and tends to `-e` for large reduced gradient. -/
theorem pbeH_bounds_and_limit {β γ φ e : ℝ}
    (hβ : 0 < β) (hγ : 0 < γ) (hφ : 0 < φ) (he : e < 0) :
    (∀ t, 0 ≤ pbeH β γ φ e t ∧ pbeH β γ φ e t < -e) ∧
      Tendsto (pbeH β γ φ e) atTop (𝓝 (-e)) := by
  have hA := pbeA_pos hβ hγ hφ he
  have hE := (pbeA_mul β hγ hφ he).1
  have hc : 0 < γ * φ ^ 3 := by positivity
  -- the ceiling: a saturated gradient cancels the uniform-gas energy
  have hceil : γ * φ ^ 3 * Real.log (1 + (Real.exp (-e / (γ * φ ^ 3)) - 1)) = -e := by
    rw [add_sub_cancel, Real.log_exp]
    field_simp
  constructor
  · intro t
    have hx : 0 ≤ pbeA β γ φ e * t ^ 2 := by positivity
    have hs0 : 0 ≤ saturation (pbeA β γ φ e * t ^ 2) := by
      unfold saturation
      positivity
    have hs1 : saturation (pbeA β γ φ e * t ^ 2) < 1 := by
      rw [saturation_eq]
      exact sub_lt_self _ (by positivity)
    have h1 := mul_nonneg hE.le hs0
    have h2 := mul_lt_mul_of_pos_left hs1 hE
    rw [pbeH_eq β hγ hφ he t]
    exact ⟨mul_nonneg hc.le (Real.log_nonneg (by linarith)),
      lt_of_lt_of_eq (mul_lt_mul_of_pos_left
        (Real.log_lt_log (by linarith) (by linarith)) hc) hceil⟩
  · have hx : Tendsto (fun t : ℝ => pbeA β γ φ e * t ^ 2) atTop atTop :=
      (tendsto_pow_atTop two_ne_zero).const_mul_atTop hA
    have hne : 1 + (Real.exp (-e / (γ * φ ^ 3)) - 1) * 1 ≠ 0 :=
      (show 0 < 1 + (Real.exp (-e / (γ * φ ^ 3)) - 1) * 1 by linarith).ne'
    have h := ((((saturation_tendsto.comp hx).const_mul
      (Real.exp (-e / (γ * φ ^ 3)) - 1)).const_add 1).log hne).const_mul (γ * φ ^ 3)
    rw [mul_one, hceil] at h
    exact h.congr (fun t => (pbeH_eq β hγ hφ he t).symm)

/-- For `β, γ, φ > 0` and `e < 0`, the gradient correction increases strictly with the
reduced gradient `t ≥ 0`. -/
theorem pbeH_strictMonoOn {β γ φ e : ℝ}
    (hβ : 0 < β) (hγ : 0 < γ) (hφ : 0 < φ) (he : e < 0) :
    StrictMonoOn (pbeH β γ φ e) (Set.Ici 0) := by
  intro s hs t _ hst
  have hs0 : 0 ≤ s := hs
  have hA := pbeA_pos hβ hγ hφ he
  have hE := (pbeA_mul β hγ hφ he).1
  have hx : 0 ≤ pbeA β γ φ e * s ^ 2 := by positivity
  have hxy : pbeA β γ φ e * s ^ 2 < pbeA β γ φ e * t ^ 2 :=
    mul_lt_mul_of_pos_left (by nlinarith) hA
  have hsat := saturation_strictMonoOn hx (hx.trans hxy.le) hxy
  have h0 : 0 ≤ saturation (pbeA β γ φ e * s ^ 2) := by
    unfold saturation
    positivity
  have h1 := mul_nonneg hE.le h0
  have h2 := mul_lt_mul_of_pos_left hsat hE
  rw [pbeH_eq β hγ hφ he s, pbeH_eq β hγ hφ he t]
  exact mul_lt_mul_of_pos_left
    (Real.log_lt_log (by linarith) (by linarith)) (by positivity)

/-- For `β, γ, φ > 0` and `e < 0`, the ratio `H / t²` tends to `β φ³` as the reduced
gradient `t` goes to zero. -/
theorem pbeH_small_gradient {β γ φ e : ℝ}
    (hβ : 0 < β) (hγ : 0 < γ) (hφ : 0 < φ) (he : e < 0) :
    Tendsto (fun t => pbeH β γ φ e t / t ^ 2) (𝓝[≠] 0) (𝓝 (β * φ ^ 3)) := by
  have hA := (pbeA_pos hβ hγ hφ he).ne'
  have hz : saturation 0 = 0 := by simp [saturation]
  -- slope of the logarithm as a function of x = A t²
  have hF : ∀ c E : ℝ,
      HasDerivAt (fun x => c * Real.log (1 + E * saturation x)) (c * E) 0 := by
    intro c E
    have h := (((saturation_hasDerivAt.const_mul E).const_add 1).log
      (by simp [hz])).const_mul c
    exact h.congr_deriv (by simp [hz])
  have hx : Tendsto (fun t : ℝ => pbeA β γ φ e * t ^ 2) (𝓝[≠] 0) (𝓝[≠] 0) := by
    refine tendsto_nhdsWithin_iff.mpr ⟨?_, ?_⟩
    · have hc : Continuous (fun t : ℝ => pbeA β γ φ e * t ^ 2) := by fun_prop
      exact (hc.tendsto' 0 0 (by simp)).mono_left nhdsWithin_le_nhds
    · filter_upwards [self_mem_nhdsWithin] with t ht
      exact mul_ne_zero hA (pow_ne_zero 2 ht)
  have hs := ((hasDerivAt_iff_tendsto_slope_zero.mp (hF (γ * φ ^ 3)
    (Real.exp (-e / (γ * φ ^ 3)) - 1))).comp hx).const_mul (pbeA β γ φ e)
  have hlim : pbeA β γ φ e * (γ * φ ^ 3 * (Real.exp (-e / (γ * φ ^ 3)) - 1)) =
      β * φ ^ 3 := by
    rw [mul_left_comm, (pbeA_mul β hγ hφ he).2]
    field_simp
  rw [hlim] at hs
  refine hs.congr' ?_
  filter_upwards [self_mem_nhdsWithin] with t ht
  have ht' : t ≠ 0 := ht
  rw [pbeH_eq β hγ hφ he t]
  simp only [Function.comp_apply, zero_add, smul_eq_mul, hz, mul_zero, add_zero,
    Real.log_one, sub_zero]
  generalize Real.log _ = L
  field_simp

end

end PBECorrelation
```

```lean
#print axioms PBECorrelation.pbeH_bounds_and_limit
#print axioms PBECorrelation.pbeH_strictMonoOn
#print axioms PBECorrelation.pbeH_small_gradient
```

```
'PBECorrelation.pbeH_bounds_and_limit' depends on axioms: [propext, Classical.choice, Quot.sound]
'PBECorrelation.pbeH_strictMonoOn' depends on axioms: [propext, Classical.choice, Quot.sound]
'PBECorrelation.pbeH_small_gradient' depends on axioms: [propext, Classical.choice, Quot.sound]
```

## Bounds, monotonicity and the small-gradient limit

The definition `pbeH β γ φ e t` is the PBE formula

$$
H(t)=\gamma\varphi^3\log\!\left(1+\frac{\beta}{\gamma}\,t^2\,\frac{1+At^2}{1+At^2+A^2t^4}\right),
\qquad
A=\frac{\beta/\gamma}{\exp\!\big(-e/(\gamma\varphi^3)\big)-1},
$$

where $t$ is the reduced gradient, $\varphi$ (`φ` in the code) is the spin-scaling factor, and $\beta$ and $\gamma$ are two constants. The function $A$ is `pbeA`. All arguments are real numbers, and three theorems describe $H$ under the hypotheses $\beta,\gamma,\varphi>0$ and $e<0$.

- `pbeH_bounds_and_limit` says that $0\le H(t)<-e$ for every real $t$, and that $H(t)\to-e$ as $t\to\infty$.
- `pbeH_strictMonoOn` says that $H$ is strictly increasing on $t\ge0$, which is the set `Set.Ici 0`.
- `pbeH_small_gradient` says that $H(t)/t^2\to\beta\varphi^3$ as $t\to0$ through nonzero values.

The lower bound is attained at $t=0$, where $H=0$. The upper bound is never attained. Only $t\ge0$ is physical, but $H$ depends on $t$ through even powers, so the bounds hold for negative $t$ as well.

## The physical quantities in the formula

PBE writes the correlation energy per electron as $e+H$. The number $e$ belongs to a uniform electron gas with the local density and spin polarisation. The reduced gradient $t$ measures how fast the density changes on the scale of the screening length. The factor $\varphi$ equals 1 for an unpolarised gas and decreases to $2^{-1/3}$ for full polarisation, so the hypothesis $\varphi>0$ always holds in practice.

The constant $\beta$ is the coefficient of the second-order gradient correction in a slowly varying gas of high density. The constant $\gamma$ is the coefficient of the logarithm with which the correlation energy of the unpolarised uniform gas diverges at high density. The theorems assign neither constant a value, so they also cover variants of PBE that keep this form and change $\beta$. Energies are in Hartree atomic units, and $\beta$ and $\gamma$ are then plain numbers.

The sign $e<0$ is assumed and not derived from a model of the electron gas. At $e=0$ the denominator of $A$ vanishes, and the hypothesis excludes that case.

In density-functional calculations, the bounds mean that the PBE correlation energy per electron is negative and no lower than the uniform-gas value, as a statement about the formula at a single point with given $e$, $\varphi$ and $t$. The limit $t\to\infty$ is likewise taken at fixed $e$ and $\varphi$, whereas along a path through a real molecule $e$ and $t$ both vary, and so does $\varphi$ wherever the spin polarisation varies.

## The gradient enters through one saturating function

Write $c=\gamma\varphi^3$ and $E=\exp(-e/c)-1$. Since $-e/c>0$, the exponential exceeds 1, so $E>0$. The definition of $A$ then gives $A>0$ and

$$AE=\frac{\beta}{\gamma}.$$

Put $x=At^2$. Replacing $\beta/\gamma$ by $AE$ in the argument of the logarithm gives

$$
\frac{\beta}{\gamma}t^2\,\frac{1+At^2}{1+At^2+A^2t^4}
=E\,\frac{x(1+x)}{1+x+x^2}=E\,s(x),
\qquad s(x)=\frac{x(1+x)}{1+x+x^2}.
$$

Hence $H=c\log(1+E\,s(x))$. The numerator of $s$ is its denominator minus 1, so

$$s(x)=1-\frac{1}{1+x+x^2}.$$

For $x\ge0$ the denominator increases strictly from 1 without bound. Therefore $s$ increases strictly from 0 and tends to 1, and $0\le s(x)<1$.

**Bounds and limit.** If $s$ were equal to 1, the correction would be

$$c\log(1+E)=c\log\exp(-e/c)=-e.$$

Because $0\le s(x)<1$ and $E>0$, we have $1\le1+E\,s(x)<1+E$. Taking logarithms and multiplying by $c>0$ gives $0\le H<-e$. As $t\to\infty$, $x=At^2\to\infty$ and $s(x)\to1$, and continuity of the logarithm gives $H\to-e$.

**Monotonicity.** For $0\le t_1<t_2$ we have $At_1^2<At_2^2$. The function $s$, multiplication by $E$, the logarithm and multiplication by $c$ each preserve the strict inequality, so $H(t_1)<H(t_2)$.

**Small gradients.** At $x=0$ the numerator of $s$ has value 0 and slope 1, and the denominator has value 1 and slope 1. The quotient rule gives $s'(0)=(1\cdot1-0\cdot1)/1^2=1$. Let $F(x)=c\log(1+E\,s(x))$, so that $F(0)=0$ and

$$F'(0)=\frac{cE\,s'(0)}{1+E\,s(0)}=cE.$$

For $t\ne0$,

$$\frac{H(t)}{t^2}=A\,\frac{F(At^2)-F(0)}{At^2}\;\longrightarrow\;A\,cE=c\,\frac{\beta}{\gamma}=\beta\varphi^3 .$$

## The same steps in Lean

The function $s$ is `saturation`, and four lemmas record its properties. `saturation_eq` is the identity with the subtracted fraction. It holds for every real $x$, because $1+x+x^2=(x+\tfrac12)^2+\tfrac34$ is positive, and `nlinarith` finds this from the square it is given. `saturation_strictMonoOn` and `saturation_tendsto` read the growth and the limit off that identity, while `saturation_hasDerivAt` applies the quotient rule at zero.

`pbeA_mul` proves $E>0$ from the inequality $y+1<\exp y$ for $y\neq0$, together with the relation $AE=\beta/\gamma$. `pbeA_pos` adds $A>0$. The change of variable is `pbeH_eq`: its proof replaces $\beta/\gamma$ by $AE$ and leaves the remaining algebra to `ring`. This lemma needs no sign condition on $\beta$.

In `pbeH_bounds_and_limit`, the step `hceil` is the computation $c\log(1+E)=-e$. The facts `hs0` and `hs1` are $0\le s$ and $s<1$, which `Real.log_nonneg` and `Real.log_lt_log` carry through the logarithm. The limit is assembled in the order used above: $At^2$ tends to infinity, $s$ tends to 1, and the result passes through multiplication by $E$, addition of 1, the logarithm and multiplication by $c$. `pbeH_strictMonoOn` follows the same chain for two gradients, named `s` and `t` in the code.

## A derivative read as a limit with zero removed

The small-gradient theorem turns on `hasDerivAt_iff_tendsto_slope_zero`. This Mathlib lemma says that $F$ has derivative $F'(0)$ at zero exactly when the difference quotient $(F(h)-F(0))/h$ tends to $F'(0)$ as $h$ runs through `𝓝[≠] 0`. That filter describes the neighbourhoods of zero with zero itself removed, so it expresses "$h\to0$ with $h\ne0$".

The proof substitutes $h=At^2$ by composing limits, using `comp`. The composition is allowed only if $At^2$ approaches zero without being zero whenever $t$ does so. `tendsto_nhdsWithin_iff` splits this into two goals. The first is ordinary convergence, which follows from continuity. The second is $At^2\neq0$, which follows from $A\neq0$ and $t\neq0$.

Multiplying the difference quotient by $A$ then produces $H/t^2$. In the last lines, `generalize` replaces the logarithm by a plain variable `L`, so that `field_simp` has only a cancellation of powers of $t$ and factors of $A$ to carry out. The chain rule for $t\mapsto At^2$ is never needed, and neither is a second derivative of $H$.

## The remaining correlation energy falls off as the inverse fourth power

The identity for $s$ also shows how quickly the correlation energy vanishes at large gradient. Subtracting $c\log(1+E)=-e$ from $H$ gives

$$
e+H=c\log\frac{1+E\,s(x)}{1+E}
=c\log\!\left(1-\frac{q}{1+x+x^2}\right),
\qquad q=\frac{E}{1+E}=1-\exp(e/c).
$$

Here $0<q<1$. For large $x$ the subtracted fraction is small, and $\log(1-u)\approx-u$ for small $u$, so

$$e+H\approx-\frac{c\,q}{x^2}=-\frac{\gamma\varphi^3\big(1-\exp(e/(\gamma\varphi^3))\big)}{A^2t^4}.$$

At fixed $e$ and $\varphi$, doubling a large reduced gradient therefore reduces the remaining correlation energy per electron by a factor of about sixteen. The Lean theorem establishes the limit itself and leaves this rate to the short calculation above.
